# Coupling the Quasiparticle State of a Resonant Pair to a Higher Level Raises Its Weight

Does a quasiparticle state keep less of its weight when it is given more states to scatter into? To put this question to finite matrices, we take the weight to be the share of one basis state in the ground vector, and we take a ground vector to be an eigenvector whose eigenvalue bounds the energy of every trial vector from below.

The quasiparticle state, index 0, and one scattering state, index 1, both have energy zero and are coupled by a real $v\neq0$. An added level, index 2, has energy $W$ and couples only to state 0, by a real $w\neq0$. The constants $v$ and $w$ stand for interaction matrix elements, and $W$ is measured from the common energy of the first two states. Textbooks would usually call state 0 the bare particle state and its weight $Z$.

In this model the added level always lowers the ground energy, and it raises the quasiparticle weight exactly when $W>0$.

## Energy drop and weight balance

Let $x$ be the two-level ground vector, with energy $E$:

$$v x_1=E x_0,\qquad v x_0=E x_1 .$$

The trial vectors $(1,\pm1)$ have energies $\pm v$ per unit squared norm, so $E\le-|v|<0$. Multiplying the equations by $x_0$ and $x_1$ gives $E x_0^2=v x_0x_1=E x_1^2$. Hence $x_0^2=x_1^2$, the weight is $1/2$, and $x_0\neq0$. Also $E^2x_0=vE x_1=v^2x_0$, so $E=-|v|$.

Let $y$ be the enlarged ground vector, with energy $E'$:

$$v y_1+w y_2=E'y_0,\qquad v y_0=E'y_1,\qquad w y_0+W y_2=E'y_2 .$$

The trial vectors $(1,\pm1,0)$ give $E'\le-|v|<0$. If $y_2$ were zero, the third equation would give $y_0=0$ and the second $y_1=0$, which is impossible for a nonzero vector. So $y_2\neq0$.

Multiplying the first equation by $E'$ and using the second gives

$$wE'y_2=(E'^2-v^2)\,y_0 .$$

The left side is nonzero, so $E'\neq-|v|$, and the energy drop is strict.

Now multiply each equation by its own amplitude, $y_0$, $y_1$ and $y_2$ in turn, and subtract the second and third from the first. The couplings cancel:

$$E'(y_0^2-y_1^2-y_2^2)=-W y_2^2 .$$

With $N=y_0^2+y_1^2+y_2^2$, the bracket is $2y_0^2-N$. Dividing by $2E'N$ gives

$$\frac{y_0^2}{N}-\frac12=\frac{W}{-2E'}\,\frac{y_2^2}{N}.$$

Since $-2E'>0$ and $y_2\neq0$, the change in weight has the sign of $W$.

## From one half to eight elevenths

Take $v=1$, $w=\sqrt{18}$, $W=10$. The two-level ground energy is $-1$, with normalised vector $(1,-1)/\sqrt2$. For the enlarged matrix, try $E'=-2$ and $y_0=1$. The second and third equations give $y_1=-1/2$ and $y_2=-\sqrt{18}/12$, and the first holds because $-1/2-18/12=-2$. The squared amplitudes $1$, $1/4$ and $1/8$ sum to $11/8$, so the weights are $8/11$, $2/11$ and $1/11$. The balance agrees: $8/11-1/2=5/22=(10/4)(1/11)$.

This is the lowest energy, because the energy form plus twice the squared norm is a sum of squares for every real $y$:

$$\tfrac12(2y_1+y_0)^2+\tfrac1{12}(12y_2+\sqrt{18}\,y_0)^2 .$$

## Hamiltonians, ground states and weights in Lean

The two matrices are written out entry by entry.

```lean
import Mathlib

open Matrix

namespace QuasiparticleWeightEnlargedSpace

noncomputable section

/-- A quasiparticle state (index 0) and a scattering state (index 1), both at energy zero,
coupled by `v`. -/
def twoLevel (v : ℝ) : Matrix (Fin 2) (Fin 2) ℝ :=
  !![0, v; v, 0]

/-- The two-level Hamiltonian enlarged by a level (index 2) at energy `W`, which couples to the
quasiparticle state by `w`. -/
def threeLevel (v w W : ℝ) : Matrix (Fin 3) (Fin 3) ℝ :=
  !![0, v, w; v, 0, 0; w, 0, W]
```

`IsGroundState H E x` collects three conditions: `x` is nonzero, it satisfies the eigenvalue equation, and `E` times the squared norm of any real vector is at most that vector's energy form. Neither normalisation nor uniqueness is required.

```lean
/-- The vector `x` is a ground state of `H` with energy `E`: a nonzero eigenvector whose
eigenvalue bounds the energy of every real trial vector from below. -/
structure IsGroundState {n : ℕ} (H : Matrix (Fin n) (Fin n) ℝ) (E : ℝ) (x : Fin n → ℝ) :
    Prop where
  ne_zero : x ≠ 0
  eigen : H *ᵥ x = E • x
  lowest : ∀ y : Fin n → ℝ, E * ∑ j, y j ^ 2 ≤ y ⬝ᵥ (H *ᵥ y)
```

Because vectors may be unnormalised, `weight` divides by the squared norm.

```lean
/-- The weight of basis state `i` in a nonzero vector `x`: its squared amplitude divided by the
squared norm. -/
def weight {n : ℕ} (x : Fin n → ℝ) (i : Fin n) : ℝ :=
  x i ^ 2 / ∑ j, x j ^ 2
```

That norm is positive for a nonzero vector, since one squared amplitude is positive and the others are nonnegative.

```lean
/-- A nonzero real state vector has positive squared norm. -/
theorem normSq_pos {n : ℕ} {x : Fin n → ℝ} (hx : x ≠ 0) : 0 < ∑ j, x j ^ 2 := by
  obtain ⟨i, hi⟩ := Function.ne_iff.mp hx
  have hi' : x i ≠ 0 := hi
  exact Finset.sum_pos' (fun j _ => sq_nonneg (x j)) ⟨i, Finset.mem_univ i, by positivity⟩
```

## The resonant pair

Here `h0` and `h1` are the two eigenvalue equations, and `hl` is the lower bound for a general trial vector. Inserting $(1,\pm1)$ gives `hE`, the negative sign of the energy. Each `linear_combination` line lists the multipliers used in the derivation above: `hsq` is the equality of squared amplitudes and `hEv` is $E^2=v^2$.

```lean
/-- For nonzero coupling `v`, the two-level ground state has energy `-|v|` and
quasiparticle weight one half. -/
theorem twoLevel_ground {v E : ℝ} {x : Fin 2 → ℝ} (hv : v ≠ 0)
    (h : IsGroundState (twoLevel v) E x) : E = -|v| ∧ weight x 0 = 1 / 2 := by
  have h0 := congrFun h.eigen 0
  have h1 := congrFun h.eigen 1
  have hl : ∀ a b : ℝ, E * (a ^ 2 + b ^ 2) ≤ 2 * v * a * b := by
    intro a b
    have := h.lowest ![a, b]
    simp only [Matrix.mulVec, dotProduct, Fin.sum_univ_two] at this
    simp [twoLevel] at this
    linarith
  simp only [Matrix.mulVec, dotProduct, Fin.sum_univ_two] at h0 h1
  simp [twoLevel] at h0 h1
  have hE : E < 0 := by
    have hp := hl 1 1
    have hm := hl 1 (-1)
    rcases lt_or_gt_of_ne hv with hv' | hv' <;> linarith
  have hN := normSq_pos h.ne_zero
  rw [Fin.sum_univ_two] at hN
  -- the two amplitudes have equal magnitude
  have hsq : x 0 ^ 2 = x 1 ^ 2 := by
    apply mul_left_cancel₀ hE.ne
    linear_combination (-x 0) * h0 + x 1 * h1
  have hx0 : x 0 ≠ 0 := by
    intro hz
    rw [← hsq, hz] at hN
    norm_num at hN
  have hEv : E ^ 2 = v ^ 2 := by
    apply mul_right_cancel₀ hx0
    linear_combination (-E) * h0 - v * h1
  constructor
  · have habs := (sq_eq_sq_iff_abs_eq_abs E v).mp hEv
    rw [abs_of_neg hE] at habs
    linarith
  · rw [weight, Fin.sum_univ_two, div_eq_div_iff hN.ne' two_ne_zero]
    linear_combination hsq
```

## The enlarged matrix

The lemmas about the enlarged matrix alone call its vector and energy `x` and `E`, where the derivation has $y$ and $E'$. The first one extracts the three amplitude equations and the bound from $(1,\pm1,0)$.

```lean
/-- A ground state of the enlarged Hamiltonian obeys the three amplitude equations, and its
energy is at most `-|v|`. -/
theorem threeLevel_equations {v w W E : ℝ} {x : Fin 3 → ℝ}
    (h : IsGroundState (threeLevel v w W) E x) :
    v * x 1 + w * x 2 = E * x 0 ∧ v * x 0 = E * x 1 ∧
      w * x 0 + W * x 2 = E * x 2 ∧ E ≤ -|v| := by
  have h0 := congrFun h.eigen 0
  have h1 := congrFun h.eigen 1
  have h2 := congrFun h.eigen 2
  have hl : ∀ a b c : ℝ,
      E * (a ^ 2 + b ^ 2 + c ^ 2) ≤ 2 * v * a * b + 2 * w * a * c + W * c ^ 2 := by
    intro a b c
    have := h.lowest ![a, b, c]
    simp only [Matrix.mulVec, dotProduct, Fin.sum_univ_three] at this
    simp [threeLevel] at this
    linarith
  simp only [Matrix.mulVec, dotProduct, Fin.sum_univ_three] at h0 h1 h2
  simp [threeLevel] at h0 h1 h2
  refine ⟨by linarith, by linarith, by linarith, ?_⟩
  -- trial vectors without the added level
  have hp := hl 1 1 0
  have hm := hl 1 (-1) 0
  rcases abs_cases v with ⟨ha, _⟩ | ⟨ha, _⟩ <;> rw [ha] <;> linarith
```

The next lemma assumes a vanishing added amplitude and finds that the whole vector vanishes. It then assumes $E'=-|v|$ and reaches `hzero`, a vanishing product of three nonzero factors.

```lean
/-- For nonzero couplings, the ground state of the enlarged Hamiltonian has a nonzero amplitude
on the added level, and its energy lies strictly below `-|v|`. -/
theorem added_level_mixes {v w W E : ℝ} {x : Fin 3 → ℝ} (hv : v ≠ 0) (hw : w ≠ 0)
    (h : IsGroundState (threeLevel v w W) E x) : x 2 ≠ 0 ∧ E < -|v| := by
  obtain ⟨h0, h1, h2, hle⟩ := threeLevel_equations h
  have hE : E < 0 := by linarith [abs_pos.mpr hv]
  have hx2 : x 2 ≠ 0 := by
    intro hz
    have hx0 : x 0 = 0 := by
      apply mul_left_cancel₀ hw
      linear_combination h2 + (E - W) * hz
    have hx1 : x 1 = 0 := by
      apply mul_left_cancel₀ hE.ne
      linear_combination v * hx0 - h1
    have hN := normSq_pos h.ne_zero
    rw [Fin.sum_univ_three, hx0, hx1, hz] at hN
    norm_num at hN
  refine ⟨hx2, lt_of_le_of_ne hle ?_⟩
  -- equality would decouple the added level
  intro heq
  have hEv : E ^ 2 = v ^ 2 := by rw [heq, neg_sq, sq_abs]
  have hzero : w * E * x 2 = 0 := by
    linear_combination E * h0 + v * h1 + x 0 * hEv
  exact mul_ne_zero (mul_ne_zero hw hE.ne) hx2 hzero
```

In the weight balance, `key` is the subtracted set of equations. The remaining steps clear the denominators. The theorem assumes $v\neq0$, which makes the energy negative, and it allows $w=0$.

```lean
/-- Weight balance: for `v ≠ 0`, the quasiparticle weight of the enlarged ground state exceeds
one half by `W / (-2 E)` times the weight of the added level. -/
theorem weight_balance {v w W E : ℝ} {x : Fin 3 → ℝ} (hv : v ≠ 0)
    (h : IsGroundState (threeLevel v w W) E x) :
    weight x 0 - 1 / 2 = W / (-2 * E) * weight x 2 := by
  obtain ⟨h0, h1, h2, hle⟩ := threeLevel_equations h
  have hE : E < 0 := by linarith [abs_pos.mpr hv]
  have hN := normSq_pos h.ne_zero
  rw [Fin.sum_univ_three] at hN
  -- amplitude equations, each multiplied by its own amplitude
  have key : E * (x 0 ^ 2 - x 1 ^ 2 - x 2 ^ 2) = -W * x 2 ^ 2 := by
    linear_combination (-x 0) * h0 + x 1 * h1 + x 2 * h2
  have hE2 : -2 * E ≠ 0 := mul_ne_zero (by norm_num) hE.ne
  rw [weight, weight, Fin.sum_univ_three, div_sub_div _ _ hN.ne' two_ne_zero,
    div_mul_div_comm, div_eq_div_iff (mul_ne_zero hN.ne' two_ne_zero)
      (mul_ne_zero hE2 hN.ne')]
  linear_combination (-2 * (x 0 ^ 2 + x 1 ^ 2 + x 2 ^ 2)) * key
```

## The sign of the weight change

The main theorem compares any ground vector `x` of the pair with any ground vector `y` of the enlarged matrix. That such vectors exist is a hypothesis here; for real symmetric matrices the spectral theorem supplies them. The proof substitutes the two-level weight $1/2$ and reads the sign from the balance, whose other factors are positive.

```lean
/-- For nonzero couplings, adding a level at energy `W` strictly lowers the ground energy, and it
raises the quasiparticle weight exactly when `W` is positive. -/
theorem enlarging_raises_weight_iff {v w W E E' : ℝ} {x : Fin 2 → ℝ} {y : Fin 3 → ℝ}
    (hv : v ≠ 0) (hw : w ≠ 0) (hx : IsGroundState (twoLevel v) E x)
    (hy : IsGroundState (threeLevel v w W) E' y) :
    E' < E ∧ (weight x 0 < weight y 0 ↔ 0 < W) := by
  obtain ⟨hE, hwt⟩ := twoLevel_ground hv hx
  obtain ⟨hy2, hlt⟩ := added_level_mixes hv hw hy
  have hE' : 0 < -2 * E' := by linarith [abs_pos.mpr hv]
  have hpos : 0 < weight y 2 := div_pos (by positivity) (normSq_pos hy.ne_zero)
  have hb := weight_balance hv hy
  refine ⟨by rw [hE]; exact hlt, ?_⟩
  rw [hwt, ← sub_pos, hb, mul_pos_iff_of_pos_right hpos, div_pos_iff_of_pos_right hE']
```

For a truncated configuration expansion, this finite three-state model shows that the weight of a reference state can grow with the basis even as the ground energy falls. The theorem covers these three states only and says nothing about the quasiparticle residue of an electron gas, where the scattering states form a continuum.

The last theorem certifies the numerical case with explicit, unnormalised ground vectors. It replaces $\sqrt{18}$ by a number `s` with $s^2=18$, and `nlinarith` receives the two squares displayed earlier to prove the lower bound.

```lean
/-- With `v = 1`, a level at energy 10 coupled by `√18` changes the ground energy from -1 to -2
and the quasiparticle weight from 1/2 to 8/11. -/
theorem weight_half_to_eight_elevenths :
    IsGroundState (twoLevel 1) (-1) ![1, -1] ∧ weight ![1, -1] 0 = 1 / 2 ∧
    IsGroundState (threeLevel 1 (Real.sqrt 18) 10) (-2) ![1, -1 / 2, -Real.sqrt 18 / 12] ∧
    weight ![1, -1 / 2, -Real.sqrt 18 / 12] 0 = 8 / 11 := by
  have hs : Real.sqrt 18 ^ 2 = 18 := Real.sq_sqrt (by norm_num)
  generalize Real.sqrt 18 = s at hs ⊢
  have h2 : IsGroundState (twoLevel 1) (-1) ![1, -1] := by
    refine ⟨fun h => one_ne_zero (congrFun h 0), ?_, fun y => ?_⟩
    · ext i
      simp only [Matrix.mulVec, dotProduct, Fin.sum_univ_two]
      fin_cases i <;> simp [twoLevel]
    · simp only [Matrix.mulVec, dotProduct, Fin.sum_univ_two]
      simp [twoLevel]
      nlinarith [sq_nonneg (y 0 + y 1)]
  refine ⟨h2, (twoLevel_ground one_ne_zero h2).2, ?_, ?_⟩
  · refine ⟨fun h => one_ne_zero (congrFun h 0), ?_, fun y => ?_⟩
    · ext i
      simp only [Matrix.mulVec, dotProduct, Fin.sum_univ_three]
      fin_cases i <;> simp [threeLevel] <;> nlinarith [hs]
    · -- the energy above -2 is a sum of two squares
      have hy : s ^ 2 * y 0 ^ 2 = 18 * y 0 ^ 2 := by rw [hs]
      simp only [Matrix.mulVec, dotProduct, Fin.sum_univ_three]
      simp [threeLevel]
      nlinarith [sq_nonneg (2 * y 1 + y 0), sq_nonneg (12 * y 2 + s * y 0)]
  · have hn : (1 : ℝ) ^ 2 + (-1 / 2) ^ 2 + (-s / 12) ^ 2 = 11 / 8 := by
      linear_combination hs / 144
    have hw : weight ![1, -1 / 2, -s / 12] 0
        = (1 : ℝ) ^ 2 / (1 ^ 2 + (-1 / 2) ^ 2 + (-s / 12) ^ 2) := by
      rw [weight, Fin.sum_univ_three]
      rfl
    rw [hw, hn]
    norm_num

end

end QuasiparticleWeightEnlargedSpace
```

```lean
#print axioms QuasiparticleWeightEnlargedSpace.enlarging_raises_weight_iff
#print axioms QuasiparticleWeightEnlargedSpace.weight_half_to_eight_elevenths
```

```
'QuasiparticleWeightEnlargedSpace.enlarging_raises_weight_iff' depends on axioms: [propext, Classical.choice, Quot.sound]
'QuasiparticleWeightEnlargedSpace.weight_half_to_eight_elevenths' depends on axioms: [propext, Classical.choice, Quot.sound]
```
